# Linear maps on real matrices that commute with every orthogonal change of axes have the form a tr(M) I + b M + c Mᵀ

Let L be a linear map from real n × n matrices to real n × n matrices. Then

L(Q M Qᵀ) = Q L(M) Qᵀ for every orthogonal Q and every M

holds exactly when there are real numbers a, b, c with

L(M) = a tr(M) I + b M + c Mᵀ for all M.

In physical terms, L is a linear response of one second-rank tensor to another, in a system with no preferred direction or handedness. That symmetry is assumed here, not derived from a Hamiltonian. The axes are labelled by a finite set `ι`, so n is arbitrary.

In Lean 4 with Mathlib:

```lean
import Mathlib

open Matrix

namespace IsotropicTensors

variable {ι : Type*} [Fintype ι] [DecidableEq ι]
```

## Isotropy and components

The condition on L becomes the predicate `IsIsotropic`. Orthogonality is written `Q * Qᵀ = 1`, which admits reflections as well as rotations.

```lean
/-- A linear response between second-rank tensors is isotropic if it commutes with every
orthogonal change of axes. -/
def IsIsotropic (L : Matrix ι ι ℝ →ₗ[ℝ] Matrix ι ι ℝ) : Prop :=
  ∀ Q : Matrix ι ι ℝ, Q * Qᵀ = 1 → ∀ M, L (Q * M * Qᵀ) = Q * L M * Qᵀ
```

Let E_kl be the matrix with a single entry 1 in row k and column l. The fourth-rank tensor of L is

T_ijkl = L(E_kl)_ij,

with the output indices first and the input indices last.

```lean
/-- The fourth-rank tensor of a linear response: the `i j` entry of the response to the
unit matrix with its single entry at `k l`. -/
def component (L : Matrix ι ι ℝ →ₗ[ℝ] Matrix ι ι ℝ) (i j k l : ι) : ℝ :=
  L (Matrix.single k l 1) i j
```

Two symbols are needed for the index work: the Kronecker delta δ_ij, and the sign s_i that coordinate i acquires when axis p is reversed, which is −1 for i = p and +1 otherwise.

```lean
/-- The Kronecker delta. -/
def delta (i j : ι) : ℝ := if i = j then 1 else 0

/-- The sign that coordinate `i` acquires when axis `p` is reversed. -/
def flipSign (p i : ι) : ℝ := if i = p then -1 else 1
```

## Reversing and relabelling axes

Take Q = diag(s). Then Q E_kl Qᵀ = s_k s_l E_kl, and the ij entry of Q L(E_kl) Qᵀ is s_i s_j T_ijkl. Isotropy therefore gives

s_k s_l T_ijkl = s_i s_j T_ijkl.

A component can be nonzero only if the two sign products agree for every choice of p. In the code, `hM` is the transformation of E_kl, and `h` is the ij entry of the isotropy condition.

```lean
variable {L : Matrix ι ι ℝ →ₗ[ℝ] Matrix ι ι ℝ}

/-- Selection rule: when one axis is reversed, the product of the signs of the two input indices
equals that of the two output indices on every nonzero component of an isotropic tensor. -/
theorem component_flip (hL : IsIsotropic L) (p i j k l : ι) :
    flipSign p k * flipSign p l * component L i j k l =
      flipSign p i * flipSign p j * component L i j k l := by
  have hs : (fun i => flipSign p i * flipSign p i) = fun _ => (1 : ℝ) := by
    funext i
    by_cases h : i = p <;> simp [flipSign, h]
  have hQ : diagonal (flipSign p) * (diagonal (flipSign p))ᵀ = 1 := by
    rw [diagonal_transpose, diagonal_mul_diagonal, hs, diagonal_one]
  have hM : diagonal (flipSign p) * Matrix.single k l (1 : ℝ) * (diagonal (flipSign p))ᵀ
      = (flipSign p k * flipSign p l) • Matrix.single k l (1 : ℝ) := by
    ext a b
    rw [diagonal_transpose, mul_diagonal, diagonal_mul, Matrix.smul_apply, smul_eq_mul]
    by_cases h1 : k = a <;> by_cases h2 : l = b <;> simp [h1, h2]
  have h := congrFun (congrFun (hL _ hQ (Matrix.single k l 1)) i) j
  rw [hM, map_smul, diagonal_transpose, mul_diagonal, diagonal_mul, Matrix.smul_apply,
    smul_eq_mul] at h
  unfold component
  linear_combination h
```

For a permutation σ of the axes, let Q_ij = 1 if σ(i) = j and 0 otherwise. Then (Q M Qᵀ)_ij = M_σ(i)σ(j), so Q carries E_σ(k)σ(l) to E_kl, and isotropy gives

T_σ(i)σ(j)σ(k)σ(l) = T_ijkl.

Setting M = 1 in the formula for Q M Qᵀ also shows that Q is orthogonal.

```lean
/-- The components of an isotropic tensor are unchanged when the axes are relabelled. -/
theorem component_perm (hL : IsIsotropic L) (σ : Equiv.Perm ι) (i j k l : ι) :
    component L (σ i) (σ j) (σ k) (σ l) = component L i j k l := by
  obtain ⟨Q, hc⟩ : ∃ Q : Matrix ι ι ℝ, ∀ M : Matrix ι ι ℝ,
      Q * M * Qᵀ = M.submatrix σ σ := by
    refine ⟨Matrix.of fun i j => if σ i = j then 1 else 0, fun M => ?_⟩
    ext i j
    simp [Matrix.mul_apply]
  have hQ : Q * Qᵀ = 1 := by
    have h := hc 1
    rwa [mul_one, submatrix_one_equiv] at h
  have hs : (Matrix.single (σ k) (σ l) (1 : ℝ)).submatrix σ σ = Matrix.single k l 1 := by
    ext a b
    simp [Matrix.single_apply]
  have h := hL Q hQ (Matrix.single (σ k) (σ l) 1)
  rw [hc, hc, hs] at h
  exact (congrFun (congrFun h i) j).symm
```

If i ≠ j, reversing axis i gives T_ijkk = −T_ijkk, so this component vanishes.

```lean
/-- An isotropic tensor gives no off-diagonal response to a matrix whose only nonzero entry is a 1
on the diagonal. -/
theorem component_offdiag (hL : IsIsotropic L) {i j : ι} (hij : i ≠ j) (k : ι) :
    component L i j k k = 0 := by
  have h := component_flip hL i i j k k
  have h1 : flipSign i k * flipSign i k = 1 := by
    by_cases h : k = i <;> simp [flipSign, h]
  have h2 : flipSign i i = -1 := if_pos rfl
  have h3 : flipSign i j = 1 := if_neg hij.symm
  rw [h1, h2, h3] at h
  linarith
```

## An oblique mirror

Reversals and relabellings do not connect T_pppp to components whose indices are not all equal. A mirror with normal v = e_p − 2e_q does. Since |v|² = 5, it is Q = 1 − (2/5) v vᵀ, and in the p,q plane

Q_pp = 3/5, Q_pq = Q_qp = 4/5, Q_qq = −3/5.

It transforms E_pp into

(9/25) E_pp + (12/25)(E_pq + E_qp) + (16/25) E_qq.

Now compare the pq entries of the isotropy condition. The components T_pqpp, T_qppp and T_pqqq vanish by the previous step, which leaves

(12/25)(T_pqpq + T_pqqp) = (12/25)(T_pppp − T_qqpp),

and hence

T_pppp = T_qqpp + T_pqpq + T_pqqp.

In the code, `hl` and `hr` give the action of Q from the left and from the right, `hQQ` its orthogonality, and `hc` the transformed E_pp. The final `linarith` solves the linear relation.

```lean
/-- For distinct axes `p` and `q`, the `p p p p` component of an isotropic tensor is the sum of its
`q q p p`, `p q p q` and `p q q p` components. -/
theorem component_mix (hL : IsIsotropic L) {p q : ι} (hpq : p ≠ q) :
    component L p p p p =
      component L q q p p + component L p q p q + component L p q q p := by
  -- the mirror is `1 - (2/5) v vᵀ` with normal `v = e_p - 2 e_q`
  obtain ⟨v, hv⟩ : ∃ v : ι → ℝ, ∀ i, v i =
      (if p = i then 1 else 0) - 2 * (if q = i then 1 else 0) := ⟨_, fun _ => rfl⟩
  have hvp : v p = 1 := by simp [hv, hpq.symm]
  have hvq : v q = -2 := by simp [hv, hpq]
  have sv : ∀ f : ι → ℝ, ∑ k, v k * f k = f p - 2 * f q := by
    intro f
    simp [hv, sub_mul, Finset.sum_sub_distrib]
  obtain ⟨Q, hQ⟩ : ∃ Q : Matrix ι ι ℝ, ∀ i k, Q i k =
      (if i = k then 1 else 0) - 2 / 5 * v i * v k :=
    ⟨Matrix.of fun i k => (if i = k then 1 else 0) - 2 / 5 * v i * v k, fun _ _ => rfl⟩
  have hl : ∀ (X : Matrix ι ι ℝ) i j,
      (Q * X) i j = X i j - 2 / 5 * v i * (X p j - 2 * X q j) := by
    intro X i j
    have e : ∀ k, Q i k * X k j =
        (if i = k then X k j else 0) - 2 / 5 * v i * (v k * X k j) := by
      intro k
      rw [hQ]
      split_ifs <;> ring
    rw [Matrix.mul_apply, Finset.sum_congr rfl (fun k _ => e k), Finset.sum_sub_distrib,
      ← Finset.mul_sum, sv (fun k => X k j)]
    simp
  have hr : ∀ (X : Matrix ι ι ℝ) i j,
      (X * Qᵀ) i j = X i j - 2 / 5 * v j * (X i p - 2 * X i q) := by
    intro X i j
    have e : (X * Qᵀ) i j = (Q * Xᵀ) j i := by
      simp only [Matrix.mul_apply, Matrix.transpose_apply, mul_comm]
    exact e.trans (hl Xᵀ j i)
  have hQQ : Q * Qᵀ = 1 := by
    ext i j
    have h := hv i
    simp only [eq_comm (b := i)] at h
    rw [hr, hQ, hQ, hQ, hvp, hvq, Matrix.one_apply]
    linear_combination (2 / 5 * v j) * h
  have hs : ∀ k l a b : ι, Matrix.single k l (1 : ℝ) a b =
      (if k = a then 1 else 0) * (if l = b then 1 else 0) := by
    intro k l a b
    by_cases h1 : k = a <;> by_cases h2 : l = b <;> simp [h1, h2]
  have hc : Q * Matrix.single p p (1 : ℝ) * Qᵀ =
      (9 / 25 : ℝ) • Matrix.single p p (1 : ℝ) + (12 / 25 : ℝ) • Matrix.single p q (1 : ℝ)
      + (12 / 25 : ℝ) • Matrix.single q p (1 : ℝ)
      + (16 / 25 : ℝ) • Matrix.single q q (1 : ℝ) := by
    ext a b
    simp only [hr, hl, hs, hv, Matrix.add_apply, Matrix.smul_apply, smul_eq_mul,
      if_neg hpq, ↓reduceIte]
    ring
  -- compare the `p q` entries of the two sides of the invariance condition
  have h := congrFun (congrFun (hL Q hQQ (Matrix.single p p 1)) p) q
  rw [hc] at h
  simp only [map_add, map_smul, Matrix.add_apply, Matrix.smul_apply, smul_eq_mul,
    hr, hl, hvp, hvq] at h
  have z1 := component_offdiag hL hpq p
  have z2 := component_offdiag hL hpq.symm p
  have z3 := component_offdiag hL hpq q
  unfold component at *
  linarith
```

## Three products of deltas

For n ≥ 2, fix p ≠ q and set a = T_ppqq, b = T_pqpq, c = T_pqqp. Relabelling carries these values to every other pair of distinct axes. The mirror relation makes each T_iiii equal to a + b + c. If the indices do not pair up, the component is zero: for k = l and i ≠ j this was shown above by reversing axis i, and for k ≠ l reversing axis k or axis l changes its sign. Altogether

T_ijkl = a δ_ij δ_kl + b δ_ik δ_jl + c δ_il δ_jk.

For n = 1 the only component can be assigned to a, and for n = 0 there is nothing to check. The proof treats these sizes first and then follows the same cases.

```lean
/-- Every isotropic fourth-rank tensor is a combination of the three products of two
Kronecker deltas. -/
theorem component_eq (hL : IsIsotropic L) : ∃ a b c : ℝ, ∀ i j k l,
    component L i j k l = a * (delta i j * delta k l) + b * (delta i k * delta j l)
      + c * (delta i l * delta j k) := by
  rcases subsingleton_or_nontrivial ι with hι | hι
  · rcases isEmpty_or_nonempty ι with he | ⟨⟨x⟩⟩
    · exact ⟨0, 0, 0, fun i => he.elim i⟩
    · refine ⟨component L x x x x, 0, 0, fun i j k l => ?_⟩
      rw [Subsingleton.elim i x, Subsingleton.elim j x, Subsingleton.elim k x,
        Subsingleton.elim l x]
      simp [delta]
  obtain ⟨p, q, hpq⟩ := exists_pair_ne ι
  -- any two distinct axes can be relabelled as any other two
  have hσ : ∀ i j, i ≠ j → ∃ σ : Equiv.Perm ι, σ p = i ∧ σ q = j := by
    intro i j hij
    refine ⟨Equiv.swap (Equiv.swap p i q) j * Equiv.swap p i, ?_, ?_⟩
    · rw [Equiv.Perm.mul_apply, Equiv.swap_apply_left]
      refine Equiv.swap_apply_of_ne_of_ne (fun h => hpq ?_) hij
      exact (Equiv.swap p i).injective ((Equiv.swap_apply_left p i).trans h)
    · rw [Equiv.Perm.mul_apply, Equiv.swap_apply_left]
  have ha : ∀ i j, i ≠ j → component L i i j j = component L p p q q := by
    intro i j h
    obtain ⟨σ, h1, h2⟩ := hσ i j h
    rw [← h1, ← h2, component_perm hL]
  have hb : ∀ i j, i ≠ j → component L i j i j = component L p q p q := by
    intro i j h
    obtain ⟨σ, h1, h2⟩ := hσ i j h
    rw [← h1, ← h2, component_perm hL]
  have hc : ∀ i j, i ≠ j → component L i j j i = component L p q q p := by
    intro i j h
    obtain ⟨σ, h1, h2⟩ := hσ i j h
    rw [← h1, ← h2, component_perm hL]
  refine ⟨component L p p q q, component L p q p q, component L p q q p, ?_⟩
  intro i j k l
  by_cases hkl : k = l
  · subst hkl
    by_cases hij : i = j
    · subst hij
      by_cases hik : i = k
      · subst hik
        obtain ⟨m, hm⟩ := exists_ne i
        rw [component_mix hL hm.symm, ha m i hm, hb i m hm.symm, hc i m hm.symm]
        simp [delta]
      · rw [ha i k hik]
        simp [delta, hik]
    · have e : delta i k * delta j k = 0 := by
        unfold delta
        grind
      have e' : delta i j = 0 := if_neg hij
      rw [component_offdiag hL hij, e, e']
      ring
  · by_cases h1 : i = k ∧ j = l
    · rw [h1.1, h1.2, hb k l hkl]
      simp [delta, hkl]
    by_cases h2 : i = l ∧ j = k
    · rw [h2.1, h2.2, hc l k (Ne.symm hkl)]
      simp [delta, hkl, Ne.symm hkl]
    -- unpaired indices: some axis reversal changes the sign of the component
    have e0 : delta k l = 0 := if_neg hkl
    have e1 : delta i k * delta j l = 0 := by
      unfold delta
      grind
    have e2 : delta i l * delta j k = 0 := by
      unfold delta
      grind
    have z : component L i j k l = 0 := by
      have f1 := component_flip hL k i j k l
      have f2 := component_flip hL l i j k l
      unfold flipSign at f1 f2
      grind
    rw [z, e0, e1, e2]
    ring
```

## The matrix form and its converse

Since M = Σ_kl M_kl E_kl, linearity gives

L(M)_ij = Σ_kl M_kl T_ijkl = a tr(M) δ_ij + b M_ij + c M_ji.

The three sums are `e1`, `e2` and `e3`. Conversely, tr(Q M Qᵀ) = tr(M), (Q M Qᵀ)ᵀ = Q Mᵀ Qᵀ and Q Qᵀ = 1, so each of the three terms is isotropic.

```lean
/-- A linear response between second-rank tensors is isotropic exactly when it is a
combination of the trace times the identity, the tensor itself and its transpose. -/
theorem isIsotropic_iff : IsIsotropic L ↔ ∃ a b c : ℝ, ∀ M,
    L M = (a * M.trace) • (1 : Matrix ι ι ℝ) + b • M + c • Mᵀ := by
  constructor
  · intro hL
    obtain ⟨a, b, c, h⟩ := component_eq hL
    refine ⟨a, b, c, fun M => ?_⟩
    ext i j
    -- expand the response in components
    have hsum : L M i j = ∑ k, ∑ l, M k l * component L i j k l := by
      conv_lhs => rw [matrix_eq_sum_single M]
      simp only [map_sum, Matrix.sum_apply]
      refine Finset.sum_congr rfl fun k _ => Finset.sum_congr rfl fun l _ => ?_
      have e : Matrix.single k l (M k l) = M k l • Matrix.single k l (1 : ℝ) := by
        simp [Matrix.smul_single]
      rw [e, map_smul]
      rfl
    have e1 : ∑ k, ∑ l, M k l * (a * (delta i j * delta k l)) =
        a * M.trace * (1 : Matrix ι ι ℝ) i j := by
      by_cases hij : i = j
      · rw [hij, Matrix.one_apply_eq, mul_one]
        simp [delta, Matrix.trace, Finset.mul_sum, mul_comm]
      · rw [Matrix.one_apply_ne hij]
        simp [delta, hij]
    have e2 : ∑ k, ∑ l, M k l * (b * (delta i k * delta j l)) = b * M i j := by
      simp [delta, mul_comm]
    have e3 : ∑ k, ∑ l, M k l * (c * (delta i l * delta j k)) = c * M j i := by
      simp [delta, mul_comm]
    rw [hsum]
    simp only [h, mul_add, Finset.sum_add_distrib, e1, e2, e3, Matrix.add_apply,
      Matrix.smul_apply, smul_eq_mul, Matrix.transpose_apply]
  · rintro ⟨a, b, c, h⟩ Q hQ M
    have ht : (Q * M * Qᵀ).trace = M.trace := by
      rw [Matrix.trace_mul_cycle, mul_eq_one_comm.mp hQ, one_mul]
    have hT : (Q * M * Qᵀ)ᵀ = Q * Mᵀ * Qᵀ := by
      rw [Matrix.transpose_mul, Matrix.transpose_mul, Matrix.transpose_transpose,
        Matrix.mul_assoc]
    rw [h, h, ht, hT]
    simp only [Matrix.mul_add, Matrix.add_mul, Matrix.mul_smul, Matrix.smul_mul,
      Matrix.mul_one, hQ]
```

For n ≥ 2 the coefficients can be read off: a is the qq entry of L(E_pp), while b and c are the pq and qp entries of L(E_pq). For n = 1 only a + b + c is determined.

```lean
/-- In dimension at least two the three coefficients are determined by the response. -/
theorem coefficients_unique [Nontrivial ι] {a b c a' b' c' : ℝ}
    (h : ∀ M : Matrix ι ι ℝ, (a * M.trace) • (1 : Matrix ι ι ℝ) + b • M + c • Mᵀ =
      (a' * M.trace) • (1 : Matrix ι ι ℝ) + b' • M + c' • Mᵀ) :
    a = a' ∧ b = b' ∧ c = c' := by
  obtain ⟨p, q, hpq⟩ := exists_pair_ne ι
  have h1 := congrFun (congrFun (h (Matrix.single p p 1)) q) q
  have h2 := congrFun (congrFun (h (Matrix.single p q 1)) p) q
  have h3 := congrFun (congrFun (h (Matrix.single p q 1)) q) p
  simp [hpq] at h1
  simp [hpq, hpq.symm] at h2
  simp [hpq, hpq.symm] at h3
  exact ⟨h1, h2, h3⟩
```

Substituting the identity, a traceless symmetric M and an antisymmetric M gives the respective factors

κ = na + b + c, μ = b + c, ν = b − c.

For a spherically symmetric atom in the static, linear regime, the quadrupole induced by a traceless symmetric field gradient is thus governed by the single number μ.

```lean
/-- An isotropic response multiplies the identity, all traceless symmetric tensors and all
antisymmetric tensors each by one number. -/
theorem acts_by_scalars (hL : IsIsotropic L) : ∃ κ μ ν : ℝ,
    L 1 = κ • (1 : Matrix ι ι ℝ) ∧ (∀ M, Mᵀ = M → M.trace = 0 → L M = μ • M) ∧
      ∀ M, Mᵀ = -M → L M = ν • M := by
  obtain ⟨a, b, c, h⟩ := isIsotropic_iff.mp hL
  refine ⟨a * (1 : Matrix ι ι ℝ).trace + b + c, b + c, b - c, ?_, ?_, ?_⟩
  · rw [h, Matrix.transpose_one]
    module
  · intro M hs ht
    rw [h, ht, hs]
    module
  · intro M hs
    have ht : M.trace = 0 := by
      have e := Matrix.trace_transpose M
      rw [hs, Matrix.trace_neg] at e
      linarith
    rw [h, ht, hs]
    module
```

As a numerical instance, take n = 2, a = 2, b = 2, c = −1 and M = [[1, 2], [0, 3]], written by rows. Directly,

L(M) = 8I + 2M − Mᵀ = [[9, 4], [−2, 11]].

Alternatively, M = 2I + S + A with S = [[−1, 1], [1, 1]] and A = [[0, 1], [−1, 0]]. The factors are κ = 5, μ = 1, ν = 3, and 10I + S + 3A is the same matrix.

## Rotations alone are too few in the plane

Suppose isotropy is required only for proper rotations, those with det Q = 1. In the plane, let J be the quarter turn.

```lean
/-- The rotation of the plane by a right angle. -/
def quarterTurn : Matrix (Fin 2) (Fin 2) ℝ := !![0, -1; 1, 0]
```

Plane rotations commute, so J Q M Qᵀ = Q J M Qᵀ, and M ↦ J M passes the weaker test. Yet it sends I to J, whereas the three-term form sends I to a multiple of I. The code obtains J Q = Q J from the entries of Q, and the contradiction from one off-diagonal entry.

```lean
/-- In the plane, multiplication by the quarter turn commutes with all proper rotations of
the axes, yet it is not of the three-term form. -/
theorem proper_rotations_insufficient :
    (∀ Q : Matrix (Fin 2) (Fin 2) ℝ, Q * Qᵀ = 1 → Q.det = 1 → ∀ M,
      quarterTurn * (Q * M * Qᵀ) = Q * (quarterTurn * M) * Qᵀ) ∧
    ¬ ∃ a b c : ℝ, ∀ M : Matrix (Fin 2) (Fin 2) ℝ, quarterTurn * M =
      (a * M.trace) • (1 : Matrix (Fin 2) (Fin 2) ℝ) + b • M + c • Mᵀ := by
  constructor
  · intro Q hQ hd M
    have h0 := congrFun (congrFun hQ 0) 0
    have h1 := congrFun (congrFun hQ 0) 1
    simp [Matrix.mul_apply, Fin.sum_univ_two] at h0 h1
    rw [Matrix.det_fin_two] at hd
    have e1 : Q 1 1 = Q 0 0 := by
      linear_combination (-Q 1 1) * h0 + Q 0 0 * hd + Q 0 1 * h1
    have e2 : Q 1 0 = -Q 0 1 := by
      linear_combination (-Q 1 0) * h0 + Q 0 0 * h1 - Q 0 1 * hd
    -- plane rotations commute with one another
    have hc : quarterTurn * Q = Q * quarterTurn := by
      ext i j
      fin_cases i <;> fin_cases j <;>
        simp [quarterTurn, Matrix.mul_apply, Fin.sum_univ_two, e1, e2]
    simp only [← Matrix.mul_assoc]
    rw [hc]
  · rintro ⟨a, b, c, h⟩
    have h1 := congrFun (congrFun (h 1) 1) 0
    simp [quarterTurn] at h1

end IsotropicTensors
```

In three dimensions proper rotations would suffice, by a short argument not formalised here: Q and −Q transform M identically, and one of them is proper.

```lean
#print axioms IsotropicTensors.coefficients_unique
#print axioms IsotropicTensors.acts_by_scalars
#print axioms IsotropicTensors.proper_rotations_insufficient
```

```
'IsotropicTensors.coefficients_unique' depends on axioms: [propext, Classical.choice, Quot.sound]
'IsotropicTensors.acts_by_scalars' depends on axioms: [propext, Classical.choice, Quot.sound]
'IsotropicTensors.proper_rotations_insufficient' depends on axioms: [propext, Classical.choice, Quot.sound]
```
